# Unimodular cell changes keep every plane wave below the cutoff but can enlarge the FFT box factor

Take a two-dimensional crystal with a square cell of side 1 bohr and cell vectors $a_0=(1,0)$, $a_1=(0,1)$, counted from 0 as Lean does. The same lattice is generated by $a_0$ and $a_1+a_0$. Suppose a list of Miller indices is carried over unchanged from the first cell to the second. The label $(1,0)$ meant the reciprocal vector $2\pi(1,0)$, with kinetic energy $2\pi^2$ hartree. In the second cell it means $2\pi(1,-1)$, with energy $4\pi^2$. At zero wave vector and a cutoff of $3\pi^2$, a label that belonged to the basis now points outside it.

The cure is to change the labels together with the cell. If the cell vectors are the columns of an invertible real matrix $A$, and the new cell is $AM$ with $M$ an integer matrix whose inverse is also integer, then the label $m$ becomes $M^{T}m$. At a fixed wave vector and cutoff, the two cells then have exactly the same reciprocal vectors. The bounds that the cutoff places on the integer labels can still grow, as they do for the sheared square cell.

## Cells, labels and the cutoff sphere

```lean
import Mathlib

open Matrix

namespace PlaneWaveCellChange

noncomputable section

variable {n : Type*} [Fintype n] [DecidableEq n]
```

The file builds on the Mathlib library. The letter `n` is not a number but a finite set of labels, used both for Cartesian components and for cell vectors. A three-dimensional crystal has three labels, and everything stated for `n` holds in any finite dimension.

```lean
/-- The reciprocal lattice vector `G = 2π A⁻ᵀ m` with Miller indices `m`, for the cell whose
lattice vectors are the columns of the invertible matrix `A`. -/
def gVec (A : (Matrix n n ℝ)ˣ) (m : n → ℤ) : n → ℝ :=
  (2 * Real.pi) • (((A⁻¹ : (Matrix n n ℝ)ˣ) : Matrix n n ℝ)ᵀ *ᵥ fun j => (m j : ℝ))
```

The type `(Matrix n n ℝ)ˣ` contains the real square matrices that come with a two-sided inverse, so invertibility of $A$ is part of its type. Column $j$ of $A$ is the cell vector $a_j$, with Cartesian components $A_{ij}$. The Miller indices `m : n → ℤ` assign an integer $m_j$ to each cell vector. With `ᵀ` for the transpose and `*ᵥ` for a matrix acting on a vector, the definition reads

$$G_A(m)=2\pi\,(A^{-1})^{T}m .$$

The factor $2\pi$ is included in $G$, and $G$ is given in Cartesian components.

```lean
/-- The Miller indices of the plane waves with kinetic energy `|k + G|² / 2` at most `E`,
in atomic units. -/
def millerSet (A : (Matrix n n ℝ)ˣ) (k : n → ℝ) (E : ℝ) : Set (n → ℤ) :=
  {m | ((k + gVec A m) ⬝ᵥ (k + gVec A m)) / 2 ≤ E}
```

For a wave vector $k$ and a cutoff $E$, the Miller set contains all $m$ with

$$\tfrac12\,|k+G_A(m)|^2\le E .$$

The symbol `⬝ᵥ` is the scalar product. The units are atomic, and the surface of the sphere is included. The vector $k$ is Cartesian and stays fixed when the cell changes; if it is stored in fractional coordinates, these must be converted too.

```lean
/-- The cell `A M` obtained from the cell `A` by a unimodular integer matrix `M`. -/
def changeCell (A : (Matrix n n ℝ)ˣ) (M : (Matrix n n ℤ)ˣ) : (Matrix n n ℝ)ˣ :=
  A * Units.map
    ((Int.castRingHom ℝ).mapMatrix : Matrix n n ℤ →+* Matrix n n ℝ).toMonoidHom M
```

The new cell is the matrix product $AM$. Its cell vectors are $a'_j=\sum_i a_i M_{ij}$. Membership in `(Matrix n n ℤ)ˣ` means that $M$ has an inverse with integer entries, or equivalently that $\det M=\pm1$. The expression with `Units.map` reads the integer matrix as a real one, so that it can be multiplied by $A$. Supercells, with $|\det M|>1$, are not covered.

## Lengths of the cell vectors and the integer shear

```lean
/-- The length of the lattice vector in column `j`. -/
def colLength (A : Matrix n n ℝ) (j : n) : ℝ := Real.sqrt (∑ i, A i j ^ 2)
```

This is the ordinary length $|a_j|=\sqrt{\sum_i A_{ij}^2}$.

```lean
/-- The FFT box factor: the product of the lengths of the lattice vectors. -/
def boxFactor (A : Matrix n n ℝ) : ℝ := ∏ j, colLength A j
```

The box factor is the product $\prod_j|a_j|$. It describes how an upper bound on the size of the index box depends on the cell at a given cutoff, as the index bound below makes precise. It is not a count of grid points, since rounding to integers and to convenient FFT lengths is left out. At a small cutoff the box actually occupied may not grow at all: in the opening example the labels fit in $\{-1,0,1\}^2$ both before and after the change of cell.

```lean
/-- The integer shear that adds `s` times the first lattice vector to the second. -/
def shear (s : ℤ) : (Matrix (Fin 2) (Fin 2) ℤ)ˣ where
  val := !![1, s; 0, 1]
  inv := !![1, -s; 0, 1]
  val_inv := by rw [Matrix.mul_fin_two, Matrix.one_fin_two]; simp
  inv_val := by rw [Matrix.mul_fin_two, Matrix.one_fin_two]; simp
```

Here `Fin 2` is the label set $\{0,1\}$, and a semicolon separates matrix rows. The shear and its inverse are

$$M=\begin{pmatrix}1&s\\0&1\end{pmatrix},\qquad M^{-1}=\begin{pmatrix}1&-s\\0&1\end{pmatrix}.$$

The new cell vectors are $a'_0=a_0$ and $a'_1=a_1+s\,a_0$. The last two lines of the definition check that the two products are the identity, which is what makes $M$ unimodular in the sense used above.

## One reciprocal vector under two labels

```lean
/-- The reciprocal vector with indices `m` is the only vector whose scalar product with each
lattice vector `a_j` is `2π m_j`. -/
theorem duality_iff (A : (Matrix n n ℝ)ˣ) (m : n → ℤ) (v : n → ℝ) :
    (A : Matrix n n ℝ)ᵀ *ᵥ v = (2 * Real.pi) • (fun j => (m j : ℝ)) ↔ v = gVec A m := by
  constructor
  · intro h
    rw [gVec, ← Matrix.mulVec_smul, ← h, Matrix.mulVec_mulVec, ← Matrix.transpose_mul,
      Units.mul_inv, Matrix.transpose_one, Matrix.one_mulVec]
  · rintro rfl
    rw [gVec, Matrix.mulVec_smul, Matrix.mulVec_mulVec, ← Matrix.transpose_mul,
      Units.inv_mul, Matrix.transpose_one, Matrix.one_mulVec]
```

The theorem says that a vector $v$ satisfies $a_j\cdot v=2\pi m_j$ for every $j$ exactly when $v=G_A(m)$. The equations together are $A^{T}v=2\pi m$.

By hand, multiply from the left by $(A^{-1})^{T}$. Because $(A^{-1})^{T}A^{T}=(AA^{-1})^{T}=1$, this gives $v=2\pi(A^{-1})^{T}m$. Conversely, if $v$ is that vector, then $A^{T}v=2\pi(A^{-1}A)^{T}m=2\pi m$.

In Lean, `constructor` splits the equivalence into its two directions, and each `rw` replaces one side of a known equation by the other. The first direction uses `Units.mul_inv`, which is $AA^{-1}=1$, and the second uses `Units.inv_mul`, which is $A^{-1}A=1$.

```lean
/-- The indices `Mᵀ m` in the cell `A M` label the same reciprocal vector as the indices `m`
in the cell `A`. -/
theorem gVec_changeCell (A : (Matrix n n ℝ)ˣ) (M : (Matrix n n ℤ)ˣ) (m : n → ℤ) :
    gVec (changeCell A M) ((M : Matrix n n ℤ)ᵀ *ᵥ m) = gVec A m := by
  symm
  apply (duality_iff _ _ _).mp
  have hval : (changeCell A M : Matrix n n ℝ)
      = (A : Matrix n n ℝ) * (M : Matrix n n ℤ).map (fun x => (x : ℝ)) := rfl
  -- the old vector satisfies the duality relations of the new cell
  rw [hval, Matrix.transpose_mul, ← Matrix.mulVec_mulVec, (duality_iff A m _).mpr rfl,
    Matrix.mulVec_smul]
  congr 1
  ext i
  simp [Matrix.mulVec, dotProduct]
```

In formulas, $G_{AM}(M^{T}m)=G_A(m)$. To see this, write $G=G_A(m)$ and take its scalar product with a new cell vector:

$$a'_j\cdot G=\sum_i M_{ij}\,a_i\cdot G=2\pi\sum_i M_{ij}m_i=2\pi\,(M^{T}m)_j .$$

So $G$ satisfies the defining equations of the new cell with indices $M^{T}m$. By the previous theorem only one vector does, and it is $G_{AM}(M^{T}m)$.

The proof follows this route without computing the inverse of $AM$. The line with `apply` invokes uniqueness for the new cell, and the long `rw` carries out $(AM)^{T}G=M^{T}A^{T}G=2\pi M^{T}m$. The closing lines confirm that multiplying integers and then reading the result as real numbers agrees with doing it in the other order.

```lean
/-- For every wave vector and cutoff, `m ↦ Mᵀ m` is a bijection from the Miller set of the
cell `A` onto that of the cell `A M`, and it preserves every reciprocal vector. -/
theorem millerSet_bijOn (A : (Matrix n n ℝ)ˣ) (M : (Matrix n n ℤ)ˣ) (k : n → ℝ) (E : ℝ) :
    Set.BijOn (fun m => (M : Matrix n n ℤ)ᵀ *ᵥ m)
      (millerSet A k E) (millerSet (changeCell A M) k E) ∧
    ∀ m, gVec (changeCell A M) ((M : Matrix n n ℤ)ᵀ *ᵥ m) = gVec A m := by
  have hmem : ∀ m, (M : Matrix n n ℤ)ᵀ *ᵥ m ∈ millerSet (changeCell A M) k E ↔
      m ∈ millerSet A k E := by
    intro m
    simp only [millerSet, Set.mem_ofPred_eq, gVec_changeCell]
  -- the integer inverse of `M` undoes the relabelling on either side
  have hleft : ∀ m : n → ℤ, ((M⁻¹ : (Matrix n n ℤ)ˣ) : Matrix n n ℤ)ᵀ *ᵥ
      ((M : Matrix n n ℤ)ᵀ *ᵥ m) = m := by
    intro m
    rw [Matrix.mulVec_mulVec, ← Matrix.transpose_mul, Units.mul_inv,
      Matrix.transpose_one, Matrix.one_mulVec]
  have hright : ∀ m : n → ℤ, (M : Matrix n n ℤ)ᵀ *ᵥ
      (((M⁻¹ : (Matrix n n ℤ)ˣ) : Matrix n n ℤ)ᵀ *ᵥ m) = m := by
    intro m
    rw [Matrix.mulVec_mulVec, ← Matrix.transpose_mul, Units.inv_mul,
      Matrix.transpose_one, Matrix.one_mulVec]
  refine ⟨⟨fun m hm => (hmem m).mpr hm, ?_, ?_⟩, gVec_changeCell A M⟩
  · intro a _ b _ hab
    rw [← hleft a, ← hleft b]
    exact congrArg _ hab
  · intro m hm
    refine ⟨((M⁻¹ : (Matrix n n ℤ)ˣ) : Matrix n n ℤ)ᵀ *ᵥ m, ?_, hright m⟩
    rw [← hmem, hright]
    exact hm
```

This is the central theorem. `Set.BijOn` states three things about the map $m\mapsto M^{T}m$: it sends the Miller set of $A$ into that of $AM$, it sends different labels to different labels, and it reaches every label in the new set. The part after `∧` ("and") says that $G$ is preserved for every $m$, inside the sphere or not.

The argument has three steps.

1. Since $G$ is unchanged, so is $\tfrac12|k+G|^2$. Hence $M^{T}m$ lies in the new set exactly when $m$ lies in the old one. This is `hmem`.
2. If $M^{T}a=M^{T}b$, applying $(M^{-1})^{T}$ gives $a=b$. The identity needed is `hleft`.
3. Given $m$ in the new set, the label $(M^{-1})^{T}m$ is again made of integers and is mapped to $m$, by `hright`. Step 1 places it in the old set.

For plane-wave electronic structure, this means that at a fixed Cartesian $k$ and cutoff, and for cells related by a unimodular matrix, the basis functions $e^{i(k+G)\cdot r}$ are the same in both descriptions. A difference between two such calculations must then come from something other than the choice of plane waves.

```lean
/-- A reciprocal lattice sum over the cutoff sphere has the value `S` in the cell `A` exactly
when it has the value `S` in the cell `A M`. -/
theorem latticeSum_changeCell (A : (Matrix n n ℝ)ˣ) (M : (Matrix n n ℤ)ˣ) (k : n → ℝ)
    (E : ℝ) (f : (n → ℝ) → ℂ) (S : ℂ) :
    HasSum (fun m : millerSet A k E => f (gVec A m.1)) S ↔
      HasSum (fun m : millerSet (changeCell A M) k E => f (gVec (changeCell A M) m.1)) S := by
  have h := (millerSet_bijOn A M k E).1
  have hc : (fun m : millerSet A k E => f (gVec A m.1)) =
      (fun m : millerSet (changeCell A M) k E => f (gVec (changeCell A M) m.1)) ∘
        (Set.BijOn.equiv _ h) := by
    funext m
    exact congrArg f (gVec_changeCell A M m.1).symm
  rw [hc]
  exact Equiv.hasSum_iff _
```

Let $f$ be any complex function of the Cartesian vector $G$. `HasSum … S` says that the sum converges to $S$ irrespective of the order of its terms. The theorem states that the sum over the old Miller set has the value $S$ exactly when the sum over the new one does. By hand this is a change of summation index, $m'=M^{T}m$:

$$\sum_{m}f(G_A(m))=\sum_{m}f(G_{AM}(M^{T}m))=\sum_{m'}f(G_{AM}(m')) ,$$

where $m$ runs over the old set and $m'$ over the new one. In Lean, `Set.BijOn.equiv` turns the bijection into a relabelling, `hc` rewrites the summand, and `Equiv.hasSum_iff` changes the index. A cutoff sphere holds only finitely many reciprocal lattice points, so in practice these are finite sums, although the file neither proves nor needs this.

## How long cell vectors enlarge the index bounds

```lean
/-- At `k = 0` the Miller index along `a_j` is bounded by `|a_j| √(2E) / 2π` inside the
cutoff sphere. -/
theorem miller_index_bound (A : (Matrix n n ℝ)ˣ) (E : ℝ) (m : n → ℤ)
    (hm : m ∈ millerSet A 0 E) (j : n) :
    |(m j : ℝ)| ≤ colLength (A : Matrix n n ℝ) j * Real.sqrt (2 * E) / (2 * Real.pi) := by
  have hpi : 0 < 2 * Real.pi := by positivity
  have hd : ∑ i, (A : Matrix n n ℝ) i j * gVec A m i = 2 * Real.pi * (m j : ℝ) :=
    congrFun ((duality_iff A m _).mpr rfl) j
  have hE : ∑ i, gVec A m i ^ 2 ≤ 2 * E := by
    have h : ((0 + gVec A m) ⬝ᵥ (0 + gVec A m)) / 2 ≤ E := hm
    rw [zero_add] at h
    simp only [dotProduct, ← pow_two] at h
    linarith
  rw [le_div_iff₀ hpi]
  -- Cauchy-Schwarz for `a_j · G`
  calc |(m j : ℝ)| * (2 * Real.pi)
      = |∑ i, (A : Matrix n n ℝ) i j * gVec A m i| := by
        rw [hd, abs_mul, abs_of_pos hpi, mul_comm]
    _ ≤ Real.sqrt ((∑ i, (A : Matrix n n ℝ) i j ^ 2) * (2 * E)) :=
        Real.abs_le_sqrt ((Finset.sum_mul_sq_le_sq_mul_sq _ _ _).trans
          (mul_le_mul_of_nonneg_left hE (by positivity)))
    _ = colLength (A : Matrix n n ℝ) j * Real.sqrt (2 * E) :=
        Real.sqrt_mul (by positivity) _
```

At $k=0$, every label in the Miller set satisfies

$$|m_j|\le\frac{|a_j|\sqrt{2E}}{2\pi}.$$

The cutoff gives $|G|^2\le 2E$, which is `hE`. The defining equation gives $a_j\cdot G=2\pi m_j$, which is `hd`. With the Cauchy–Schwarz inequality,

$$2\pi|m_j|=|a_j\cdot G|\le|a_j|\,|G|\le|a_j|\sqrt{2E},$$

and division by $2\pi$ finishes the argument. The `calc` block displays the same chain, with the inequality first written for squares and then brought under a square root.

For $d$ cell vectors, the product of these bounds is the box factor times $(\sqrt{2E}/2\pi)^d$. The second factor is the same for all cells, so the cell enters only through $\prod_j|a_j|$.

```lean
/-- In two dimensions the squared box factor is the squared cell area plus the squared scalar
product of the two lattice vectors. -/
theorem boxFactor_sq (A : Matrix (Fin 2) (Fin 2) ℝ) :
    boxFactor A ^ 2 = A.det ^ 2 + (∑ i, A i 0 * A i 1) ^ 2 := by
  simp only [boxFactor, colLength, Fin.prod_univ_two, Fin.sum_univ_two, Matrix.det_fin_two]
  rw [mul_pow, Real.sq_sqrt (by positivity), Real.sq_sqrt (by positivity)]
  ring
```

For any real $2\times2$ matrix,

$$|a_0|^2|a_1|^2=(\det A)^2+(a_0\cdot a_1)^2 .$$

Written out, the right-hand side is

$$(A_{00}A_{11}-A_{01}A_{10})^2+(A_{00}A_{01}+A_{10}A_{11})^2 .$$

The cross terms $\mp2A_{00}A_{01}A_{10}A_{11}$ cancel, and the four remaining squares are those of $(A_{00}^2+A_{10}^2)(A_{01}^2+A_{11}^2)$. The proof removes the square roots with `Real.sq_sqrt` and leaves the algebra to `ring`. A unimodular change keeps $(\det A)^2$, so the box factor changes only through the scalar product of the two cell vectors, that is, through how skewed the cell is.

```lean
/-- The unit square cell has box factor `1`, and its image under the integer shear `s` has
box factor `√(1 + s²)`. -/
theorem boxFactor_shear (s : ℤ) :
    boxFactor (1 : Matrix (Fin 2) (Fin 2) ℝ) = 1 ∧
    boxFactor (changeCell 1 (shear s) : Matrix (Fin 2) (Fin 2) ℝ)
      = Real.sqrt (1 + (s : ℝ) ^ 2) := by
  have hval : (changeCell 1 (shear s) : Matrix (Fin 2) (Fin 2) ℝ)
      = 1 * (!![1, s; 0, 1] : Matrix (Fin 2) (Fin 2) ℤ).map (fun x => (x : ℝ)) := rfl
  constructor
  · simp [boxFactor, colLength, Fin.prod_univ_two, Fin.sum_univ_two]
  · rw [hval, one_mul, add_comm (1 : ℝ)]
    simp [boxFactor, colLength, Fin.prod_univ_two, Fin.sum_univ_two]
```

In this theorem `1` stands for the identity matrix, the square cell of side 1. Both of its columns have length 1, so its box factor is 1. After the shear the columns are $(1,0)$ and $(s,1)$, with lengths $1$ and $\sqrt{1+s^2}$, and the box factor is

$$1\cdot\sqrt{1+s^2}=\sqrt{1+s^2}.$$

The line `hval` writes the sheared cell as an explicit matrix, and `simp` evaluates the two lengths.

```lean
/-- The box factor of the sheared unit square cell increases strictly with `|s|`. -/
theorem boxFactor_shear_lt {s t : ℤ} (h : |s| < |t|) :
    boxFactor (changeCell 1 (shear s) : Matrix (Fin 2) (Fin 2) ℝ)
      < boxFactor (changeCell 1 (shear t) : Matrix (Fin 2) (Fin 2) ℝ) := by
  rw [(boxFactor_shear s).2, (boxFactor_shear t).2]
  have hst : (s : ℝ) ^ 2 < (t : ℝ) ^ 2 := by exact_mod_cast sq_lt_sq.mpr h
  exact Real.sqrt_lt_sqrt (by positivity) (by linarith)

end

end PlaneWaveCellChange
```

If $|s|<|t|$, then $s^2<t^2$, and the square root preserves the strict order, so the shear $t$ gives the larger box factor. In the proof, `exact_mod_cast` carries the inequality from integers to real numbers, and `Real.sqrt_lt_sqrt` takes the root. With $s=0$ on the left, this shows that every nonzero shear makes the box factor larger than 1.

For this square cell in two dimensions, a shear of $s=3$ multiplies the box factor by $\sqrt{10}\approx3.16$ while the set of plane waves stays the same. If the index box is sized by these bounds, its additional room brings no additional basis functions, which is a reason to prefer the less skewed cell when setting up the FFT grid.

```lean
#print axioms PlaneWaveCellChange.latticeSum_changeCell
#print axioms PlaneWaveCellChange.miller_index_bound
#print axioms PlaneWaveCellChange.boxFactor_sq
#print axioms PlaneWaveCellChange.boxFactor_shear_lt
```

```
'PlaneWaveCellChange.latticeSum_changeCell' depends on axioms: [propext, Classical.choice, Quot.sound]
'PlaneWaveCellChange.miller_index_bound' depends on axioms: [propext, Classical.choice, Quot.sound]
'PlaneWaveCellChange.boxFactor_sq' depends on axioms: [propext, Classical.choice, Quot.sound]
'PlaneWaveCellChange.boxFactor_shear_lt' depends on axioms: [propext, Classical.choice, Quot.sound]
```
